# In a large enough cell, a suitably truncated Coulomb interaction sees no periodic images

A molecule simulated in a periodically repeated cell interacts with its own copies, even when the molecule of interest is isolated. Can the interaction be cut off at a radius that silences every copy and still leaves each interaction inside the molecule unchanged?

```lean
import Mathlib

open Finset

namespace TruncatedCoulombImages

noncomputable section

variable {E : Type*} [NormedAddCommGroup E]

/-- A pair interaction `f` of the distance, cut off beyond the radius `Rc`, as a function of
the displacement `r`. -/
def truncated (f : ℝ → ℝ) (Rc : ℝ) (r : E) : ℝ :=
  if ‖r‖ ≤ Rc then f ‖r‖ else 0

/-- The Coulomb interaction `1/d` of two unit charges at distance `d ≠ 0`. -/
def coulomb (d : ℝ) : ℝ := 1 / d

/-- If a displacement has length at most `D` and a lattice vector is longer than `Rc + D`,
the truncated interaction with the image shifted by that vector is zero. -/
theorem image_vanishes (f : ℝ → ℝ) {Rc D : ℝ} {r R : E}
    (hr : ‖r‖ ≤ D) (hR : Rc + D < ‖R‖) : truncated f Rc (r - R) = 0 := by
  -- the reverse triangle inequality puts the image outside the cutoff
  have h := norm_sub_norm_le R r
  rw [norm_sub_rev] at h
  exact if_neg (not_le_of_gt (by linarith))

/-- For a displacement of length at most `D ≤ Rc`, and a lattice whose nonzero vectors are all
longer than `Rc + D`, the truncated interaction summed over all images converges to the
untruncated interaction of the single pair. -/
theorem hasSum_images (f : ℝ → ℝ) {Rc D : ℝ} (Λ : AddSubgroup E) {r : E}
    (hr : ‖r‖ ≤ D) (hD : D ≤ Rc) (hΛ : ∀ R ∈ Λ, R ≠ 0 → Rc + D < ‖R‖) :
    HasSum (fun R : Λ => truncated f Rc (r - (R : E))) (f ‖r‖) := by
  have h0 : truncated f Rc (r - ((0 : Λ) : E)) = f ‖r‖ := by
    simp [truncated, hr.trans hD]
  rw [← h0]
  -- only the zero lattice vector contributes
  exact hasSum_single (f := fun R : Λ => truncated f Rc (r - (R : E))) 0
    (fun R hR => image_vanishes f hr (hΛ R R.2 (by simpa using hR)))

/-- For distinct points at distance at most `D ≤ Rc`, and a lattice whose nonzero vectors are
all longer than `Rc + D`, the truncated Coulomb kernel summed over images is the inverse of
the distance: their product is one. -/
theorem coulomb_image_sum {Rc D : ℝ} (Λ : AddSubgroup E) {x y : E}
    (hxy : 0 < ‖x - y‖) (hxD : ‖x - y‖ ≤ D) (hD : D ≤ Rc)
    (hΛ : ∀ R ∈ Λ, R ≠ 0 → Rc + D < ‖R‖) :
    ‖x - y‖ * ∑' R : Λ, truncated coulomb Rc (x - y - (R : E)) = 1 := by
  rw [(hasSum_images coulomb Λ hxD hD hΛ).tsum_eq, coulomb]
  exact mul_one_div_cancel hxy.ne'

variable {ι : Type*} [Fintype ι]

open scoped Classical in
/-- Energy per cell of charges `q` at positions `x` repeated on the lattice `Λ`, with the
truncated interaction; a charge interacts with its own images but not with itself. -/
def periodicEnergy (f : ℝ → ℝ) (Rc : ℝ) (Λ : AddSubgroup E) (q : ι → ℝ) (x : ι → E) : ℝ :=
  1 / 2 * ∑ i, ∑ j, q i * q j *
    ∑' R : Λ, if i = j ∧ R = 0 then 0 else truncated f Rc (x i - x j - (R : E))

open scoped Classical in
/-- Energy of the same charges in isolation, with the full interaction `f`. -/
def isolatedEnergy (f : ℝ → ℝ) (q : ι → ℝ) (x : ι → E) : ℝ :=
  1 / 2 * ∑ i, ∑ j, if i = j then 0 else q i * q j * f ‖x i - x j‖

/-- If all mutual distances are at most `D ≤ Rc` and all nonzero lattice vectors are longer
than `Rc + D`, the periodic energy with the truncated interaction is exactly the energy of the
isolated cluster with the full interaction. -/
theorem periodicEnergy_eq_isolatedEnergy (f : ℝ → ℝ) {Rc D : ℝ} (Λ : AddSubgroup E)
    (q : ι → ℝ) (x : ι → E) (hx : ∀ i j, ‖x i - x j‖ ≤ D) (hD : D ≤ Rc)
    (hΛ : ∀ R ∈ Λ, R ≠ 0 → Rc + D < ‖R‖) :
    periodicEnergy f Rc Λ q x = isolatedEnergy f q x := by
  classical
  unfold periodicEnergy isolatedEnergy
  congr 1
  refine Finset.sum_congr rfl fun i _ => Finset.sum_congr rfl fun j _ => ?_
  by_cases hij : i = j
  · -- a charge does not see its own images
    subst hij
    have h : ∀ R : Λ, (if i = i ∧ R = 0 then (0 : ℝ)
        else truncated f Rc (x i - x i - (R : E))) = 0 := by
      intro R
      by_cases hR : R = 0
      · simp [hR]
      · rw [if_neg (fun h => hR h.2)]
        exact image_vanishes f (hx i i) (hΛ R R.2 (by simpa using hR))
    rw [if_pos rfl, tsum_congr h, tsum_zero, mul_zero]
  · -- two different charges interact exactly once
    simp only [hij, false_and, if_false]
    rw [(hasSum_images f Λ (hx i j) hD hΛ).tsum_eq]

/-- For `Rc ≥ 0`, a unit vector `e`, a displacement `D • e` and an image shift `(Rc + D) • e`, the
image sits at distance exactly `Rc` and contributes `f Rc`. -/
theorem touching_image_contributes [NormedSpace ℝ E] (f : ℝ → ℝ) {Rc : ℝ} (D : ℝ)
    (hRc : 0 ≤ Rc) {e : E} (he : ‖e‖ = 1) :
    truncated f Rc (D • e - (Rc + D) • e) = f Rc := by
  have h : D • e - (Rc + D) • e = -(Rc • e) := by module
  have hn : ‖D • e - (Rc + D) • e‖ = Rc := by
    rw [h, norm_neg, norm_smul, he, mul_one, Real.norm_of_nonneg hRc]
  simp [truncated, hn]

/-- The simple cubic lattice in three dimensions: all coordinates are integer multiples
of `L`. -/
def cubicLattice (L : ℝ) : AddSubgroup (EuclideanSpace ℝ (Fin 3)) where
  carrier := {R | ∀ i, ∃ n : ℤ, R i = n * L}
  zero_mem' := fun i => ⟨0, by simp⟩
  add_mem' := by
    intro a b ha hb i
    obtain ⟨m, hm⟩ := ha i
    obtain ⟨n, hn⟩ := hb i
    exact ⟨m + n, by simp [hm, hn, add_mul]⟩
  neg_mem' := by
    intro a ha i
    obtain ⟨m, hm⟩ := ha i
    exact ⟨-m, by simp [hm]⟩

/-- Every nonzero vector of the simple cubic lattice has length at least `L`. -/
theorem cubicLattice_norm_ge (L : ℝ) {R : EuclideanSpace ℝ (Fin 3)}
    (hR : R ∈ cubicLattice L) (h0 : R ≠ 0) : L ≤ ‖R‖ := by
  -- some coordinate is a nonzero multiple of the spacing
  obtain ⟨i, hi⟩ : ∃ i, R i ≠ 0 := by
    by_contra h
    push Not at h
    exact h0 (by ext i; simpa using h i)
  obtain ⟨n, hn⟩ := hR i
  have hn0 : n ≠ 0 := by
    rintro rfl
    exact hi (by simpa using hn)
  have h1 : (1 : ℝ) ≤ |(n : ℝ)| := by exact_mod_cast Int.one_le_abs hn0
  have h2 : ‖R i‖ ≤ ‖R‖ := PiLp.norm_apply_le R i
  rw [hn, Real.norm_eq_abs, abs_mul] at h2
  nlinarith [le_abs_self L, abs_nonneg L]

/-- In a cubic cell of side larger than `2 D`, the Coulomb kernel truncated at `D` and summed
over images is the inverse distance for any two distinct points at most `D` apart. -/
theorem cubic_coulomb_image_sum {L D : ℝ} {x y : EuclideanSpace ℝ (Fin 3)}
    (hxy : 0 < ‖x - y‖) (hxD : ‖x - y‖ ≤ D) (hL : 2 * D < L) :
    ‖x - y‖ * ∑' R : cubicLattice L,
      truncated coulomb D (x - y - (R : EuclideanSpace ℝ (Fin 3))) = 1 :=
  coulomb_image_sum (cubicLattice L) hxy hxD le_rfl fun R hR h0 => by
    linarith [cubicLattice_norm_ge L hR h0]

/-- The radial Fourier integral of the Coulomb kernel truncated at `Rc`, at wave number `G`,
with `sinc t = sin t / t` continued by `sinc 0 = 1`. -/
def truncatedTransform (Rc G : ℝ) : ℝ :=
  4 * Real.pi * ∫ r in (0 : ℝ)..Rc, r * Real.sinc (G * r)

/-- For a cutoff radius `Rc ≥ 0`, the transform of the truncated Coulomb kernel is bounded in
magnitude by `2 π Rc ^ 2` at every wave number. -/
theorem abs_truncatedTransform_le {Rc : ℝ} (hRc : 0 ≤ Rc) (G : ℝ) :
    |truncatedTransform Rc G| ≤ 2 * Real.pi * Rc ^ 2 := by
  have h : ‖∫ r in (0 : ℝ)..Rc, r * Real.sinc (G * r)‖ ≤ ∫ r in (0 : ℝ)..Rc, r := by
    refine intervalIntegral.norm_integral_le_of_norm_le hRc
      (Filter.Eventually.of_forall fun r hr => ?_) (continuous_id.intervalIntegrable _ _)
    -- the oscillating factor never exceeds one in magnitude
    have hs : |Real.sinc (G * r)| ≤ 1 :=
      abs_le.mpr ⟨Real.neg_one_le_sinc _, Real.sinc_le_one _⟩
    rw [Real.norm_eq_abs, abs_mul, abs_of_pos hr.1]
    exact mul_le_of_le_one_right hr.1.le hs
  rw [integral_id, Real.norm_eq_abs] at h
  have hpi : 0 < 4 * Real.pi := by positivity
  rw [truncatedTransform, abs_mul, abs_of_pos hpi]
  calc 4 * Real.pi * |∫ r in (0 : ℝ)..Rc, r * Real.sinc (G * r)|
      ≤ 4 * Real.pi * ((Rc ^ 2 - 0 ^ 2) / 2) := mul_le_mul_of_nonneg_left h hpi.le
    _ = 2 * Real.pi * Rc ^ 2 := by ring

end

end TruncatedCoulombImages
```

```lean
#print axioms TruncatedCoulombImages.periodicEnergy_eq_isolatedEnergy
#print axioms TruncatedCoulombImages.touching_image_contributes
#print axioms TruncatedCoulombImages.cubic_coulomb_image_sum
#print axioms TruncatedCoulombImages.abs_truncatedTransform_le
```

```
'TruncatedCoulombImages.periodicEnergy_eq_isolatedEnergy' depends on axioms: [propext, Classical.choice, Quot.sound]
'TruncatedCoulombImages.touching_image_contributes' depends on axioms: [propext, Classical.choice, Quot.sound]
'TruncatedCoulombImages.cubic_coulomb_image_sum' depends on axioms: [propext, Classical.choice, Quot.sound]
'TruncatedCoulombImages.abs_truncatedTransform_le' depends on axioms: [propext, Classical.choice, Quot.sound]
```

## Why every image falls outside the cutoff

Let $r=x-y$ be the displacement between two charges, $D$ an upper bound on its length, $R$ a lattice vector and $R_c$ the cutoff radius. The truncated interaction is $f(\|r\|)$ for $\|r\|\le R_c$ and zero beyond. If $\|R\|>R_c+D$, the reverse triangle inequality gives

$$\|r-R\|\ \ge\ \|R\|-\|r\|\ >\ (R_c+D)-D\ =\ R_c ,$$

so this image contributes nothing. This is `image_vanishes`, where `norm_sub_norm_le` supplies the inequality.

Suppose now that all nonzero lattice vectors are this long and that $D\le R_c$. The term $R=0$ lies inside the cutoff and equals $f(\|r\|)$; all others vanish. In `hasSum_images`, `hasSum_single` turns this into convergence of the image sum to $f(\|r\|)$. For $f(d)=1/d$, the Coulomb interaction of two unit charges in atomic units, and $x\ne y$, the sum is $1/\|x-y\|$. `coulomb_image_sum` states this as a product equal to 1, which Lean's convention $1/0=0$ cannot satisfy by accident.

## From one pair to a cluster

For charges $q_i$ at positions $x_i$, the energy per cell is

$$\frac12\sum_{i,j}q_iq_j\sum_{R}{}^{'} f_{R_c}(x_i-x_j-R),$$

where $f_{R_c}$ is the truncated interaction and the prime omits $R=0$ when $i=j$. A charge therefore meets its own images but not itself. `periodicEnergy_eq_isolatedEnergy` assumes that all mutual distances are at most $D$, and its proof splits the double sum. For $i=j$ only images remain, and they vanish; for $i\ne j$ the pair result leaves $f(\|x_i-x_j\|)$. The total is the energy of the isolated cluster with the full interaction, whether or not the charges add up to zero.

The smallest interesting case is a single charge. One may take $D=0$, and both energies are zero once the nonzero lattice vectors are longer than $R_c$.

In Lean, `Λ` is any additive subgroup of a normed commutative group `E`, such as ordinary space, and the length condition `hΛ` expresses the empty space between copies. The simple cubic lattice is worked out explicitly. A nonzero vector has some coordinate $nL$ with integer $n\ne0$, so its length is at least $L$. Choosing $R_c=D$, `cubic_coulomb_image_sum` needs only $L>2D$.

Take $D=R_c=2$, $L=5$ and $r=(2,0,0)$. The nearest image has displacement $(-3,0,0)$, beyond the cutoff, and the sum is $1/2$. With $L=4$ that image has displacement $(-2,0,0)$, exactly on the cutoff sphere. Because the cutoff includes its boundary, the image adds another $1/2$ and the sum doubles to $1$. `touching_image_contributes` gives the general form of this contact: such an image contributes $f(R_c)$.

## A finite transform at long wavelengths

In three dimensions, integrating the truncated Coulomb kernel against a plane wave of wave number $G$ over all angles leaves

$$V(G)=4\pi\int_0^{R_c} r\,\operatorname{sinc}(Gr)\,dr,\qquad \operatorname{sinc}t=\frac{\sin t}{t},\quad \operatorname{sinc}0=1 .$$

The file takes this radial integral as the definition, `truncatedTransform`. Since $|\operatorname{sinc}|\le1$, the integrand is at most $r$ in magnitude, and

$$|V(G)|\le4\pi\,\frac{R_c^2}{2}=2\pi R_c^2$$

for every $G$ and every $R_c\ge0$. `abs_truncatedTransform_le` follows these steps, with `norm_integral_le_of_norm_le` carrying the pointwise bound to the integral.

Elementary integration, which the file does not carry out, gives $V(G)=4\pi(1-\cos GR_c)/G^2$ for $G\ne0$, with limit $2\pi R_c^2=V(0)$ as $G\to0$. The bound is thus attained at $G=0$, where the untruncated $4\pi/G^2$ diverges.

For plane-wave calculations on molecules, the result gives an amount of empty space that suffices for a truncated interaction to reproduce isolated electrostatics, for finitely many point charges within a known diameter. Some arrangements manage with less. A continuous electron density is not covered by the theorems, and they give no estimate of the error that tails reaching beyond that diameter can cause.
